# When the partial-wave expansion is a symmetric operator P, subtracting B leaves the PAW operator unchanged exactly if B = PBP

Q: Before I raise objections, tell me what the symbols mean and which conventions you use.

A: Inside an atomic sphere, the projector augmented-wave (PAW) method expands a smooth wave function $\psi$ in smooth partial waves $\varphi_i$. The coefficients are $\langle p_i,\psi\rangle$, where the $p_i$ are the projector functions, so the expansion is

$$E\psi=\sum_i \varphi_i\,\langle p_i,\psi\rangle .$$

A local or nearly local operator $A$, such as a local potential or the kinetic energy, then acts on smooth wave functions through

$$T(A)=A+\sum_{ij}|p_i\rangle\big(a_{ij}-\langle\varphi_i,A\varphi_j\rangle\big)\langle p_j| .$$

The numbers $a_{ij}$ are the matrix elements between all-electron partial waves. They are computed from the true operator and are held fixed when the operator on the smooth side is modified below. The inner product is conjugate-linear in its first slot. Textbooks usually write $\tilde\varphi_i$ and $\tilde p_i$ for the smooth functions and keep the bare $\varphi_i$ for the all-electron ones; here the bare $\varphi_i$ is the smooth one.

Q: And the physical question?

A: The nuclear potential is singular at the nucleus, which is awkward for a smooth basis. One would like to replace $A$ by $A-B$, where $B$ lives inside the sphere and removes the singular part. When does this leave $T$ unchanged? Let $P$ be the sphere projector, which keeps the part of a function inside the sphere. "$B$ lives inside the sphere" means $B=PBP$, and "the partial waves are complete" means $P\psi=E\psi$ for every $\psi$, with the $\varphi_i$ set to zero outside the sphere. The all-electron partial waves are cut off at the same radius: outside it they coincide with the smooth ones, so the region outside is left out of both sets of matrix elements.

Q: Show me the derivation before any code.

A: Write $S(B)=\sum_{ij}|p_i\rangle\langle\varphi_i,B\varphi_j\rangle\langle p_j|$ for the separable form of $B$. Its matrix element between two states $\chi$ and $\psi$ is

$$\langle\chi,S(B)\psi\rangle=\sum_{ij}\langle\chi,p_i\rangle\langle\varphi_i,B\varphi_j\rangle\langle p_j,\psi\rangle .$$

Since $\langle\chi,p_i\rangle=\overline{\langle p_i,\chi\rangle}$, the first factor can go into the bra as the coefficient of $\varphi_i$, and the last into the ket as the coefficient of $\varphi_j$:

$$\langle\chi,S(B)\psi\rangle=\Big\langle\sum_i\langle p_i,\chi\rangle\varphi_i,\;B\sum_j\langle p_j,\psi\rangle\varphi_j\Big\rangle=\langle E\chi,BE\psi\rangle .$$

No completeness has been used so far. Now set $E=P$ and use the symmetry of $P$:

$$\langle\chi,S(B)\psi\rangle=\langle P\chi,BP\psi\rangle=\langle\chi,PBP\psi\rangle .$$

This holds for all $\chi$ and $\psi$, so $S(B)=PBP$. If $B=PBP$, then $B=S(B)$, which is the expansion of a localized operator in projector functions.

For the PAW operator, $S$ is linear and $a_{ij}$ is fixed, so

$$T(A-B)=T(A)-\big(B-S(B)\big).$$

The bracket vanishes exactly when $B=S(B)=PBP$. If the partial waves are incomplete, the same identity gives the error:

$$\langle\chi,T(A)\psi\rangle-\langle\chi,T(A-B)\psi\rangle=\langle\chi,B\psi\rangle-\langle E\chi,BE\psi\rangle .$$

Q: You never used $P^2=P$.

A: The equivalence doesn't need it. It enters when you want a supply of admissible $B$: for any operator $C$, the choice $B=PCP$ satisfies $PBP=P^2CP^2=PCP=B$.

Q: Now the Lean side. What kind of space are these states in?

A: `V` is any complex inner-product space, of finite or infinite dimension. The labels of the partial waves form a finite type `ι`.

```lean
import Mathlib

open scoped InnerProductSpace

namespace PAWCompleteness

noncomputable section

variable {V ι : Type*} [NormedAddCommGroup V] [InnerProductSpace ℂ V] [Fintype ι]
```

Q: And an operator?

A: An element of `Module.End ℂ V`, a linear map defined on all of `V`; the product `*` is composition. The basic building block is $|u\rangle\langle v|$, which sends $\psi$ to $\langle v,\psi\rangle u$. The two extra fields verify its linearity.

```lean
/-- The rank-one operator `|u⟩⟨v|`. -/
def ketBra (u v : V) : Module.End ℂ V where
  toFun ψ := ⟪v, ψ⟫_ℂ • u
  map_add' x y := by simp [add_smul]
  map_smul' c x := by simp [mul_smul]
```

The expansion $E\psi$ takes the two families as separate arguments. Neither orthogonality of the $\varphi_i$ nor duality $\langle p_i,\varphi_j\rangle=\delta_{ij}$ is built in.

```lean
/-- The partial-wave expansion `∑ i, |φ i⟩⟨p i|ψ⟩` of a state `ψ`. -/
def expansion (φ p : ι → V) (ψ : V) : V := ∑ i, ⟪p i, ψ⟫_ℂ • φ i
```

The numbers $\langle\varphi_i,A\varphi_j\rangle$ are collected in a matrix,

```lean
/-- The matrix elements `⟨φ i|A|φ j⟩` of an operator between partial waves. -/
def matrixElements (φ : ι → V) (A : Module.End ℂ V) : Matrix ι ι ℂ :=
  Matrix.of fun i j => ⟪φ i, A (φ j)⟫_ℂ
```

and any matrix $b_{ij}$ gives a separable operator. My $S(B)$ is therefore `separable p (matrixElements φ B)`.

```lean
/-- The separable operator `∑ i j, |p i⟩ b i j ⟨p j|` built from projector functions. -/
def separable (p : ι → V) (b : Matrix ι ι ℂ) : Module.End ℂ V :=
  ∑ i, ∑ j, b i j • ketBra (p i) (p j)
```

The PAW operator $T(A)$ is `pawOperator φ p a A`.

```lean
/-- The PAW operator `A + ∑ i j, |p i⟩ (a i j - ⟨φ i|A|φ j⟩) ⟨p j|`. -/
def pawOperator (φ p : ι → V) (a : Matrix ι ι ℂ) (A : Module.End ℂ V) : Module.End ℂ V :=
  A + separable p (a - matrixElements φ A)
```

Q: Here `a` is an arbitrary matrix. Where are the all-electron partial waves?

A: Only their matrix elements enter $T$, and the result holds for every choice of those numbers. What matters is that `a` remains the same when $A$ becomes $A-B$. If you recomputed the all-electron elements from $A-B$ as well, you would be describing a different physical operator.

Q: Fine. How does the proof begin?

A: With the action of a separable operator on a state, obtained by unfolding the definitions.

```lean
/-- The action of a separable operator on a state. -/
theorem separable_apply (p : ι → V) (b : Matrix ι ι ℂ) (ψ : V) :
    separable p b ψ = ∑ i, ∑ j, (b i j * ⟪p j, ψ⟫_ℂ) • p i := by
  simp [separable, ketBra, LinearMap.sum_apply, smul_smul]
```

Next comes the identity $\langle\chi,S(B)\psi\rangle=\langle E\chi,BE\psi\rangle$. The proof pulls both sums out of the inner products and compares them term by term in $i$ and $j$. The lemma `inner_smul_left` produces the complex conjugate of $\langle p_i,\chi\rangle$, `inner_conj_symm` turns it into $\langle\chi,p_i\rangle$, and `ring` reorders the scalar factors.

```lean
/-- The separable form of `B` has the matrix elements of `B` between the
partial-wave expansions of the two states. -/
theorem inner_separable (φ p : ι → V) (B : Module.End ℂ V) (χ ψ : V) :
    ⟪χ, separable p (matrixElements φ B) ψ⟫_ℂ
      = ⟪expansion φ p χ, B (expansion φ p ψ)⟫_ℂ := by
  simp only [separable_apply, expansion, map_sum, map_smul]
  rw [sum_inner, inner_sum]
  refine Finset.sum_congr rfl fun i _ => ?_
  rw [inner_sum, inner_sum]
  refine Finset.sum_congr rfl fun j _ => ?_
  simp only [inner_smul_left, inner_smul_right, inner_conj_symm, matrixElements,
    Matrix.of_apply]
  ring
```

Q: So completeness comes in only after this?

A: Yes, as the hypothesis `hφ`, which says that $P\psi$ equals the expansion for every $\psi$. The hypothesis `hP` is the symmetry $\langle Px,y\rangle=\langle x,Py\rangle$. For the sphere projector, which multiplies a function by one inside and zero outside, symmetry holds because that factor is real.

To prove $S(B)=PBP$, the code compares the two operators on every $\psi$ and against every bra $\chi$. It replaces each expansion by $P$ and then moves $P$ from the bra to the ket with `hP`.

```lean
/-- If the partial-wave expansion reproduces a symmetric operator `P`, the separable form
of any operator `B` is `P B P`. -/
theorem separable_eq_compression {φ p : ι → V} {P : Module.End ℂ V}
    (hP : LinearMap.IsSymmetric P) (hφ : ∀ ψ, P ψ = expansion φ p ψ)
    (B : Module.End ℂ V) :
    separable p (matrixElements φ B) = P * B * P := by
  refine LinearMap.ext fun ψ => ext_inner_left ℂ fun χ => ?_
  -- move `P` from the bra to the ket
  rw [inner_separable, ← hφ, ← hφ, hP]
  rfl
```

If in addition $B=PBP$, the left-hand side is $B$ itself. Writing out its action on $\psi$ gives the double sum from the derivation.

```lean
/-- If the partial-wave expansion reproduces a symmetric operator `P`, an operator with
`B = P B P` is given exactly by its matrix elements between partial waves. -/
theorem localized_expansion {φ p : ι → V} {P B : Module.End ℂ V}
    (hP : LinearMap.IsSymmetric P) (hφ : ∀ ψ, P ψ = expansion φ p ψ)
    (hB : B = P * B * P) (ψ : V) :
    B ψ = ∑ i, ∑ j, (⟪φ i, B (φ j)⟫_ℂ * ⟪p j, ψ⟫_ℂ) • p i := by
  have h : separable p (matrixElements φ B) = B :=
    (separable_eq_compression hP hφ B).trans hB.symm
  have h' := separable_apply p (matrixElements φ B) ψ
  rw [h] at h'
  exact h'
```

Q: Next is the change of the PAW operator.

A: The two auxiliary statements inside the next proof say that `separable` is linear under subtraction of matrices and that `matrixElements` is linear under subtraction of operators. Then `abel` collects the terms into $T(A)-(B-S(B))$.

```lean
/-- Subtracting `B` from `A` lowers the PAW operator by the difference between `B` and
its separable form. -/
theorem pawOperator_sub (φ p : ι → V) (a : Matrix ι ι ℂ) (A B : Module.End ℂ V) :
    pawOperator φ p a (A - B)
      = pawOperator φ p a A - (B - separable p (matrixElements φ B)) := by
  have hsub : ∀ b c : Matrix ι ι ℂ, separable p (b - c) = separable p b - separable p c := by
    intro b c
    simp [separable, sub_smul, Finset.sum_sub_distrib]
  have hm : matrixElements φ (A - B) = matrixElements φ A - matrixElements φ B := by
    ext i j
    simp [matrixElements]
  simp only [pawOperator, hm, hsub]
  abel
```

Taking the matrix element between $\chi$ and $\psi$, and using the identity for $\langle\chi,S(B)\psi\rangle$, gives the truncation error. This theorem has no $P$ in it and assumes nothing about the quality of the partial waves. The sign convention is old value minus new value.

```lean
/-- Truncation error: for any finite set of partial waves and projectors, the matrix element of the
PAW operator drops under `A → A - B` by the matrix element of `B` between the two states minus the
matrix element of `B` between their partial-wave expansions. -/
theorem truncation_error (φ p : ι → V) (a : Matrix ι ι ℂ) (A B : Module.End ℂ V) (χ ψ : V) :
    ⟪χ, pawOperator φ p a A ψ⟫_ℂ - ⟪χ, pawOperator φ p a (A - B) ψ⟫_ℂ
      = ⟪χ, B ψ⟫_ℂ - ⟪expansion φ p χ, B (expansion φ p ψ)⟫_ℂ := by
  rw [pawOperator_sub, ← inner_separable]
  simp only [LinearMap.sub_apply, inner_sub_right]
  ring
```

Q: And the statement in your title?

A: It is the next theorem. Under `hP` and `hφ`, and for every `a`, `A` and `B`, the PAW operators built from $A-B$ and from $A$ agree if and only if $B=PBP$. The rewriting follows the derivation: the difference becomes $B-PBP$, subtracting it changes nothing exactly when it is zero, and it is zero exactly when $B=PBP$.

```lean
/-- If the partial-wave expansion reproduces a symmetric operator `P`, the PAW operator is
unchanged under `A → A - B` exactly when `B = P B P`. -/
theorem pawOperator_invariant_iff {φ p : ι → V} {P : Module.End ℂ V}
    (hP : LinearMap.IsSymmetric P) (hφ : ∀ ψ, P ψ = expansion φ p ψ)
    (a : Matrix ι ι ℂ) (A B : Module.End ℂ V) :
    pawOperator φ p a (A - B) = pawOperator φ p a A ↔ B = P * B * P := by
  rw [pawOperator_sub, separable_eq_compression hP hφ, sub_eq_self, sub_eq_zero]
```

For an idempotent $P$, assumed as `hPP`, any $PCP$ can be subtracted. The calculation inserts $P=P^2$ on both sides and regroups the factors.

```lean
/-- If the partial-wave expansion reproduces a symmetric idempotent `P`, then `P C P` can be
subtracted from `A` for any operator `C` without changing the PAW operator. -/
theorem pawOperator_sub_compression {φ p : ι → V} {P : Module.End ℂ V}
    (hP : LinearMap.IsSymmetric P) (hPP : P * P = P) (hφ : ∀ ψ, P ψ = expansion φ p ψ)
    (a : Matrix ι ι ℂ) (A C : Module.End ℂ V) :
    pawOperator φ p a (A - P * C * P) = pawOperator φ p a A := by
  rw [pawOperator_invariant_iff hP hφ]
  -- the outer projectors are absorbed by idempotency
  calc P * C * P = (P * P) * C * (P * P) := by rw [hPP]
    _ = P * (P * C * P) * P := by simp only [mul_assoc]
```

Q: Here is my main doubt. The real sphere projector acts on functions of a continuous position. Can finitely many partial waves reproduce it?

A: No, so the exact theorem doesn't cover the sphere projector of a real calculation. With a finite label set, `hφ` forces $P$ to have finite rank, whereas the functions supported in a sphere form an infinite-dimensional space. You might then take for $P$ a finite-rank projector onto the chosen partial waves, but a nonzero local potential on continuous space has infinite rank and so can't equal $PBP$. This rank argument is my addition to what the code establishes.

Q: Then what is the exact theorem good for?

A: It applies as it stands when the space inside the sphere is itself finite-dimensional, as in a discretised model with enough partial waves. It also identifies the ideal limit that a growing set of partial waves is meant to approach, though no convergence is proved. For an incomplete set, the statement to use is `truncation_error`.

Q: Does that formula tell me how much my total energy depends on the local potential chosen inside the sphere?

A: Not directly. In electronic-structure work, it gives the change in a matrix element between two fixed smooth states, for a finite set of partial waves and an operator defined on the whole space. It shows that the dependence comes from the part of $B$ that the expansions of $\chi$ and $\psi$ miss; if $B=PBP$ and the expansions agree with $\chi$ and $\psi$ inside the sphere, the change is zero. A self-consistent energy also involves the response of the states and of the density, and neither is in the model. Nor are the domain questions that come with unbounded operators such as the kinetic energy or the singular nuclear potential on square-integrable functions.

Q: One last suspicion. Perhaps symmetry, idempotency, completeness and localization can be met together only in trivial cases.

A: A small example in $\mathbb C^3$ meets all four. The "sphere" is the plane of the first two components, and $P$ keeps those components.

```lean
/-- The operator on `ℂ³` that keeps the first two components of a state. -/
def planeProjector : Module.End ℂ (EuclideanSpace ℂ (Fin 3)) :=
  ketBra !₂[1, 0, 0] !₂[1, 0, 0] + ketBra !₂[0, 1, 0] !₂[0, 1, 0]
```

The partial waves are $\varphi_0=(1,0,0)$ and $\varphi_1=(1,1,0)$, which are not orthogonal. Their projectors are $p_0=(1,-1,0)$ and $p_1=(0,1,0)$. For $\psi=(\psi_0,\psi_1,\psi_2)$ the expansion is

$$(\psi_0-\psi_1)\,\varphi_0+\psi_1\,\varphi_1=(\psi_0,\psi_1,0)=P\psi .$$

The vector $\varphi_1$ has length $\sqrt2$. With the normalised partial wave $(1,1,0)/\sqrt2$, the matching projector is $(0,\sqrt2,0)$, and the expansion is the same.

The localized operator is $B=|1,0,0\rangle\langle0,1,0|$, which is nonzero because it sends $(0,1,0)$ to $(1,0,0)$. It isn't Hermitian, so by itself it can't represent a real potential; the sum $B+B^\dagger$ is Hermitian and is also unchanged when $P$ is applied on both sides. The simpler $B$ is enough to test the algebra, and you can check its separable form directly. Since $B\varphi_0=0$ and $B\varphi_1=(1,0,0)$, the only nonzero matrix elements are $\langle\varphi_0,B\varphi_1\rangle=\langle\varphi_1,B\varphi_1\rangle=1$. Hence

$$S(B)=|p_0+p_1\rangle\langle p_1|=|1,0,0\rangle\langle0,1,0|=B .$$

The theorem states the four properties in the order symmetry, idempotency, completeness and localization. Its proof checks the first as an identity of inner products and the other three component by component.

```lean
/-- In `ℂ³` the plane projector is symmetric and idempotent, is reproduced by the partial waves
`(1,0,0)`, `(1,1,0)` with projectors `(1,-1,0)`, `(0,1,0)`, and leaves the operator
`|1,0,0⟩⟨0,1,0|` unchanged when applied on both sides. -/
theorem pawCompleteness_witness :
    LinearMap.IsSymmetric planeProjector ∧
    planeProjector * planeProjector = planeProjector ∧
    (∀ ψ, planeProjector ψ
      = expansion ![!₂[1, 0, 0], !₂[1, 1, 0]] ![!₂[1, -1, 0], !₂[0, 1, 0]] ψ) ∧
    ketBra !₂[1, 0, 0] !₂[0, 1, 0]
      = planeProjector * ketBra !₂[1, 0, 0] !₂[0, 1, 0] * planeProjector := by
  refine ⟨fun x y => ?_, LinearMap.ext fun ψ => ?_, fun ψ => ?_, LinearMap.ext fun ψ => ?_⟩
  · simp [planeProjector, ketBra, PiLp.inner_apply, Fin.sum_univ_three]
  · ext i
    fin_cases i <;>
      simp [planeProjector, ketBra, PiLp.inner_apply, Fin.sum_univ_three]
  · ext i
    fin_cases i <;>
      simp [planeProjector, expansion, ketBra, PiLp.inner_apply, Fin.sum_univ_three]
  · ext i
    fin_cases i <;>
      simp [planeProjector, ketBra, PiLp.inner_apply, Fin.sum_univ_three]

end

end PAWCompleteness
```

```lean
#print axioms PAWCompleteness.localized_expansion
-- 'PAWCompleteness.localized_expansion' depends on axioms: [propext, Classical.choice, Quot.sound]
#print axioms PAWCompleteness.truncation_error
-- 'PAWCompleteness.truncation_error' depends on axioms: [propext, Classical.choice, Quot.sound]
#print axioms PAWCompleteness.pawOperator_invariant_iff
-- 'PAWCompleteness.pawOperator_invariant_iff' depends on axioms: [propext, Classical.choice, Quot.sound]
#print axioms PAWCompleteness.pawOperator_sub_compression
-- 'PAWCompleteness.pawOperator_sub_compression' depends on axioms: [propext, Classical.choice, Quot.sound]
```
